# Overlaps of $r^2\ln r$ with shifted Legendre polynomials fall off as $n^{-6}$

Anyone who judges a polynomial expansion in a radial variable by how it treats $r^2$ will expect too much of it. Three polynomials reproduce $r^2$ exactly, but no finite number reproduces $r^2\ln r$. Such a logarithm appears in the Fock expansion of a two-electron atom, which describes the wavefunction where both electrons approach the nucleus. There $r=\sqrt{r_1^2+r_2^2}$ is the hyperradius, with $r_1$ and $r_2$ the distances of the electrons from the nucleus. The result below measures its cost in a one-variable model on $[0,1]$ with unit weight: algebraic convergence of the coefficients.

## The integral by repeated integration by parts

For integers $0\le m<n$ the claim is

$$\int_0^1 r^m\ln r\,\frac{d^n}{dr^n}\big[r^n(1-r)^n\big]dr=(-1)^{m+1}\frac{(m!)^2\,n!\,(n-m-1)!}{(n+m+1)!},$$

while the same integral without the logarithm is zero. For $m=2$ the right side is $-4\,n!\,(n-3)!/(n+3)!$.

Let $v_j=\frac{d^j}{dr^j}[r^j(1-r)^n]$. Applying the Leibniz rule to $r\cdot r^j(1-r)^n$ gives

$$v_{j+1}=r\,v_j'+(j+1)v_j.$$

Write $A_j=\int_0^1 r^m v_j\,dr$ and $L_j=\int_0^1 r^m\ln r\,v_j\,dr$. For $j<n$ a factor $1-r$ survives in $v_j$, so $v_j(1)=0$ and

$$\int_0^1 r^{m+1}v_j'\,dr=-(m+1)A_j,\qquad A_{j+1}=(j-m)A_j.$$

With the logarithm, the boundary term vanishes because $\ln 1=0$ and $r^{m+1}\ln r\to0$ at the origin. Differentiating $r^{m+1}\ln r$ yields an extra $r^m$, hence

$$L_{j+1}=(j-m)L_j-A_j.$$

The first $m$ steps give $A_m=(-1)^m m!\,A_0$. At $j=m$ the factor is zero, so $A_{m+1}=0$ and $L_{m+1}=-A_m$. All later $A_j$ up to $j=n$ vanish, and $L_n=-(n-m-1)!\,A_m$.

It remains to find $A_0=B_n=\int_0^1 r^m(1-r)^n dr$. For $g=(1-r)^{n+1}$ one has $r g'-(n+1)g=-(n+1)(1-r)^n$. Integrating this against $r^m$ by parts gives $(m+n+2)B_{n+1}=(n+1)B_n$. With $B_0=1/(m+1)$, this yields $B_n=m!\,n!/(m+n+1)!$ and the claim.

The shifted Legendre polynomial is $P_n=\frac{(-1)^n}{n!}v_n$. For $m=2$ and $n\ge3$ its overlap with $r^2\ln r$ has magnitude

$$\frac{4}{(n+3)(n+2)(n+1)\,n\,(n-1)(n-2)}\sim\frac{4}{n^6}.$$

Since $\int_0^1P_n^2\,dr=1/(2n+1)$, the expansion coefficient is $2n+1$ times the overlap and decays as $8/n^5$ in magnitude.

## Overlaps and polynomials in Lean

```lean
import Mathlib

open Polynomial MeasureTheory Filter Topology
open scoped Nat

namespace FockLogLegendre

noncomputable section
```

An overlap is the integral over $[0,1]$ of a real function times a real polynomial, with $r$ measured in units of the interval length.

```lean
/-- The overlap on `[0,1]` of a radial function `f` with a polynomial `p`. -/
def overlap (f : ℝ → ℝ) (p : ℝ[X]) : ℝ := ∫ r in (0 : ℝ)..1, f r * p.eval r
```

`rodrigues n j` is $v_j$, with the derivative taken algebraically on polynomials.

```lean
/-- The `j`-th derivative of `r^j (1-r)^n`; for `j = n` this is the Rodrigues polynomial. -/
def rodrigues (n j : ℕ) : ℝ[X] := derivative^[j] (X ^ j * (1 - X) ^ n)
```

The sign in the next definition fixes the convention $P_n(1)=1$.

```lean
/-- The shifted Legendre polynomial on `[0,1]`, given by its Rodrigues formula. -/
def legendre01 (n : ℕ) : ℝ[X] := C ((-1) ^ n / (n ! : ℝ)) * rodrigues n n
```

The factor $2n+1$ enters the coefficient by definition; the norm integral behind it is not derived in the file.

```lean
/-- The coefficient of the `n`-th shifted Legendre polynomial in the expansion of `f`. -/
def legendreCoeff (f : ℝ → ℝ) (n : ℕ) : ℝ := (2 * n + 1) * overlap f (legendre01 n)
```

The unit weight is a simplification: the six-dimensional volume element that belongs to the hyperradius would put a weight $r^5$ into the integral. The matching orthogonal polynomials are then Jacobi polynomials, and with value 1 at $r=1$ their overlaps with $r^2\ln r$ fall as $n^{-11}$.

## The two integrations by parts

Linearity in the polynomial comes first.

```lean
/-- A constant factor in the polynomial comes out of the overlap. -/
theorem overlap_C_mul (f : ℝ → ℝ) (c : ℝ) (q : ℝ[X]) :
    overlap f (C c * q) = c * overlap f q := by
  unfold overlap
  rw [← intervalIntegral.integral_const_mul]
  refine intervalIntegral.integral_congr fun r _ => ?_
  simp only [eval_mul, eval_C]
  ring

/-- The overlap with an integrable function is additive in the polynomial. -/
theorem overlap_add {f : ℝ → ℝ} (hf : IntervalIntegrable f volume 0 1) (p q : ℝ[X]) :
    overlap f (p + q) = overlap f p + overlap f q := by
  have h : ∀ p : ℝ[X], IntervalIntegrable (fun r => f r * p.eval r) volume 0 1 :=
    fun p => hf.mul_continuousOn p.continuous.continuousOn
  unfold overlap
  rw [← intervalIntegral.integral_add (h p) (h q)]
  refine intervalIntegral.integral_congr fun r _ => ?_
  simp only [eval_add]
  ring
```

`power_step` treats $r g'+c\,g$ for any constant $c$. It first shows that the choice $c=m+1$ gives zero, because the integrand is then the derivative of $r^{m+1}g$. The hypothesis `hg` removes the boundary term at $r=1$.

```lean
/-- Integration by parts against `r^m`, for a polynomial `g` that vanishes at `r = 1`. -/
theorem power_step (m : ℕ) (c : ℝ) (g : ℝ[X]) (hg : g.eval 1 = 0) :
    overlap (fun r => r ^ m) (X * derivative g + C c * g)
      = (c - m - 1) * overlap (fun r => r ^ m) g := by
  have hf : IntervalIntegrable (fun r : ℝ => r ^ m) volume 0 1 :=
    (continuous_pow m).intervalIntegrable 0 1
  have hd : ∀ x ∈ Set.uIcc (0 : ℝ) 1, HasDerivAt (fun r : ℝ => r ^ (m + 1) * g.eval r)
      (x ^ m * (X * derivative g + C ((m : ℝ) + 1) * g).eval x) x := by
    intro x _
    refine ((hasDerivAt_pow (m + 1) x).fun_mul (g.hasDerivAt x)).congr_deriv ?_
    simp only [Nat.add_sub_cancel, eval_add, eval_mul, eval_X, eval_C, Nat.cast_add,
      Nat.cast_one]
    ring
  have key : overlap (fun r => r ^ m) (X * derivative g + C ((m : ℝ) + 1) * g) = 0 :=
    (intervalIntegral.integral_eq_sub_of_hasDerivAt hd
      (hf.mul_continuousOn (Polynomial.continuous _).continuousOn)).trans (by simp [hg])
  rw [overlap_add hf, overlap_C_mul] at key ⊢
  linear_combination key
```

`log_step` needs no such hypothesis, since the logarithm itself vanishes at 1. At the origin it uses the continuity of $r\ln r$, with derivatives required only inside the interval.

```lean
/-- Integration by parts against `r^m ln r` produces an additional overlap with `r^m`. -/
theorem log_step (m : ℕ) (c : ℝ) (g : ℝ[X]) :
    overlap (fun r => r ^ m * Real.log r) (X * derivative g + C c * g)
      = (c - m - 1) * overlap (fun r => r ^ m * Real.log r) g
        - overlap (fun r => r ^ m) g := by
  have hf : IntervalIntegrable (fun r : ℝ => r ^ m * Real.log r) volume 0 1 :=
    intervalIntegral.intervalIntegrable_log'.continuousOn_mul (continuous_pow m).continuousOn
  have h1 : IntervalIntegrable (fun r : ℝ => r ^ m * Real.log r *
      (X * derivative g + C ((m : ℝ) + 1) * g).eval r) volume 0 1 :=
    hf.mul_continuousOn (Polynomial.continuous _).continuousOn
  have h2 : IntervalIntegrable (fun r : ℝ => r ^ m * g.eval r) volume 0 1 :=
    ((continuous_pow m).mul g.continuous).intervalIntegrable 0 1
  -- the boundary function is continuous at the origin because r ln r is
  have hc : ContinuousOn (fun r : ℝ => r ^ (m + 1) * Real.log r * g.eval r)
      (Set.Icc 0 1) := by
    have e : (fun r : ℝ => r ^ (m + 1) * Real.log r * g.eval r)
        = fun r => r ^ m * (r * Real.log r) * g.eval r := by
      funext r
      ring
    rw [e]
    exact (((continuous_pow m).mul Real.continuous_mul_log).mul g.continuous).continuousOn
  have hd : ∀ x ∈ Set.Ioo (0 : ℝ) 1,
      HasDerivAt (fun r : ℝ => r ^ (m + 1) * Real.log r * g.eval r)
        (x ^ m * Real.log x * (X * derivative g + C ((m : ℝ) + 1) * g).eval x
          + x ^ m * g.eval x) x := by
    intro x hx
    have e : x ^ (m + 1) * x⁻¹ = x ^ m := by
      rw [pow_succ, mul_assoc, mul_inv_cancel₀ hx.1.ne', mul_one]
    refine (((hasDerivAt_pow (m + 1) x).fun_mul (Real.hasDerivAt_log hx.1.ne')).fun_mul
      (g.hasDerivAt x)).congr_deriv ?_
    simp only [Nat.add_sub_cancel, eval_add, eval_mul, eval_X, eval_C, Nat.cast_add,
      Nat.cast_one]
    linear_combination (g.eval x) * e
  have hi := intervalIntegral.integral_eq_sub_of_hasDerivAt_of_le zero_le_one hc hd
    (h1.add h2)
  have key : overlap (fun r => r ^ m * Real.log r) (X * derivative g + C ((m : ℝ) + 1) * g)
      + overlap (fun r => r ^ m) g = 0 :=
    (intervalIntegral.integral_add h1 h2).symm.trans (hi.trans (by simp))
  rw [overlap_add hf, overlap_C_mul] at key ⊢
  linear_combination key
```

## The recursion and its starting value

The Leibniz rule for a factor $r$ is proved by induction and gives the recursion for $v_j$.

```lean
/-- Raising `j` by one acts on the Rodrigues polynomials as `r d/dr + (j+1)`. -/
theorem rodrigues_succ (n j : ℕ) : rodrigues n (j + 1)
    = X * derivative (rodrigues n j) + C ((j : ℝ) + 1) * rodrigues n j := by
  have h : ∀ (k : ℕ) (p : ℝ[X]), derivative^[k + 1] (X * p)
      = X * derivative^[k + 1] p + C ((k : ℝ) + 1) * derivative^[k] p := by
    intro k p
    induction k with
    | zero =>
      simp only [zero_add, Function.iterate_one, Function.iterate_zero, id_eq,
        derivative_mul, derivative_X, Nat.cast_zero, C_1]
      ring
    | succ k ih =>
      rw [Function.iterate_succ_apply', ih]
      simp only [derivative_add, derivative_mul, derivative_X, derivative_C,
        derivative_one, Function.iterate_succ_apply', Nat.cast_succ, C_add, C_1]
      ring
  unfold rodrigues
  rw [pow_succ', mul_assoc, h, Function.iterate_succ_apply']
```

The beta integral follows by induction on `n`, with `power_step` applied to $(1-r)^{n+1}$.

```lean
/-- The beta integral of `r^m (1-r)^n` over `[0,1]` is `m! n!/(m+n+1)!`. -/
theorem beta_overlap (m n : ℕ) : overlap (fun r => r ^ m) ((1 - X) ^ n)
    = (m ! : ℝ) * (n ! : ℝ) / ((m + n + 1)! : ℝ) := by
  induction n with
  | zero =>
    have h : overlap (fun r => r ^ m) ((1 - X) ^ 0) = 1 / ((m : ℝ) + 1) := by
      simp [overlap]
    have hm : (m ! : ℝ) ≠ 0 := by positivity
    rw [h, Nat.add_zero, Nat.factorial_succ, Nat.factorial_zero]
    push_cast
    field_simp
  | succ n ih =>
    have h := power_step m (-((n : ℝ) + 1)) ((1 - X) ^ (n + 1)) (by simp)
    have e : X * derivative ((1 - X : ℝ[X]) ^ (n + 1)) + C (-((n : ℝ) + 1)) * (1 - X) ^ (n + 1)
        = C (-((n : ℝ) + 1)) * (1 - X) ^ n := by
      simp only [derivative_pow, derivative_sub, derivative_one, derivative_X,
        Nat.add_sub_cancel, Nat.cast_add, Nat.cast_one, C_neg]
      ring
    rw [e, overlap_C_mul, ih] at h
    have hne : (m : ℝ) + n + 1 + 1 ≠ 0 := by positivity
    have hF : ((m + n + 1)! : ℝ) ≠ 0 := by positivity
    have hB : overlap (fun r => r ^ m) ((1 - X) ^ (n + 1)) * ((m : ℝ) + n + 1 + 1)
        = (n + 1) * ((m ! : ℝ) * (n ! : ℝ) / ((m + n + 1)! : ℝ)) := by
      linear_combination h
    rw [eq_div_of_mul_eq hne hB, show m + (n + 1) + 1 = (m + n + 1) + 1 by omega,
      Nat.factorial_succ (m + n + 1), Nat.factorial_succ n]
    push_cast
    field_simp
```

The main theorem assembles these. `hq` and `hv` show that $v_j(1)=0$ for $j<n$, and `hM` and `hL` are the recursions for $A_j$ and $L_j$. `hdown` carries out the first $m$ steps, and `hup` the steps from $m+1$ to $n$.

```lean
/-- For `m < n` the `n`-th derivative of `r^n (1-r)^n` is orthogonal to `r^m` on `[0,1]`, while its
overlap with `r^m ln r` is `(-1)^(m+1) (m!)^2 n! (n-m-1)!/(n+m+1)!`. -/
theorem overlap_rodrigues {m n : ℕ} (h : m < n) :
    overlap (fun r => r ^ m) (rodrigues n n) = 0 ∧
    overlap (fun r => r ^ m * Real.log r) (rodrigues n n)
      = (-1) ^ (m + 1) * (m ! : ℝ) ^ 2 * (n ! : ℝ) * ((n - m - 1)! : ℝ)
        / ((n + m + 1)! : ℝ) := by
  -- each differentiation removes one factor 1 - r
  have hq : ∀ j i : ℕ, i + j = n → ∃ q : ℝ[X], rodrigues n j = (1 - X) ^ i * q := by
    intro j
    induction j with
    | zero =>
      intro i hi
      have hi' : i = n := by omega
      exact ⟨1, by simp [rodrigues, hi']⟩
    | succ j ih =>
      intro i hi
      obtain ⟨q, hq⟩ := ih (i + 1) (by omega)
      refine ⟨X * (-C ((i : ℝ) + 1) * q + (1 - X) * derivative q)
        + C ((j : ℝ) + 1) * (1 - X) * q, ?_⟩
      rw [rodrigues_succ, hq]
      simp only [derivative_mul, derivative_pow, derivative_sub, derivative_one,
        derivative_X, Nat.add_sub_cancel, Nat.cast_add, Nat.cast_one]
      ring
  have hv : ∀ j < n, (rodrigues n j).eval 1 = 0 := by
    intro j hj
    obtain ⟨q, hq⟩ := hq j (n - j - 1 + 1) (by omega)
    simp [hq]
  have hM : ∀ j < n, overlap (fun r => r ^ m) (rodrigues n (j + 1))
      = ((j : ℝ) - m) * overlap (fun r => r ^ m) (rodrigues n j) := by
    intro j hj
    rw [rodrigues_succ, power_step _ _ _ (hv j hj)]
    ring
  have hL : ∀ j, overlap (fun r => r ^ m * Real.log r) (rodrigues n (j + 1))
      = ((j : ℝ) - m) * overlap (fun r => r ^ m * Real.log r) (rodrigues n j)
        - overlap (fun r => r ^ m) (rodrigues n j) := by
    intro j
    rw [rodrigues_succ, log_step]
    ring
  -- the first m steps
  have hdown : ∀ j i : ℕ, i + j = m → (i ! : ℝ) * overlap (fun r => r ^ m) (rodrigues n j)
      = (-1) ^ j * (m ! : ℝ) * overlap (fun r => r ^ m) (rodrigues n 0) := by
    intro j
    induction j with
    | zero =>
      intro i hi
      have hi' : i = m := by omega
      rw [hi', pow_zero, one_mul]
    | succ j ih =>
      intro i hi
      have h1 := ih (i + 1) (by omega)
      have hm : (j : ℝ) - m = -((i : ℝ) + 1) := by
        have h2 : (i : ℝ) + (j + 1) = m := by exact_mod_cast hi
        linarith
      rw [Nat.factorial_succ] at h1
      push_cast at h1
      rw [hM j (by omega), hm, pow_succ]
      linear_combination -h1
  -- from step m + 1 on, only the logarithm survives
  have hup : ∀ k : ℕ, m + 1 + k ≤ n →
      overlap (fun r => r ^ m) (rodrigues n (m + 1 + k)) = 0 ∧
      overlap (fun r => r ^ m * Real.log r) (rodrigues n (m + 1 + k))
        = -(k ! : ℝ) * overlap (fun r => r ^ m) (rodrigues n m) := by
    intro k
    induction k with
    | zero =>
      intro _
      rw [Nat.add_zero, hM m h, hL m, Nat.factorial_zero]
      constructor
      · ring
      · push_cast
        ring
    | succ k ih =>
      intro hk
      obtain ⟨h1, h2⟩ := ih (by omega)
      rw [← Nat.add_assoc, hM _ (by omega), hL, h1, h2, Nat.factorial_succ]
      constructor
      · ring
      · push_cast
        ring
  obtain ⟨k, hk⟩ : ∃ k, n = m + 1 + k := ⟨n - m - 1, by omega⟩
  have hfin := hup k hk.ge
  rw [← hk] at hfin
  have h0 := hdown m 0 (Nat.zero_add m)
  have hz : rodrigues n 0 = (1 - X) ^ n := by simp [rodrigues]
  rw [hz, beta_overlap, Nat.factorial_zero, Nat.cast_one, one_mul] at h0
  refine ⟨hfin.1, ?_⟩
  rw [hfin.2, h0, show n - m - 1 = k by omega, Nat.add_comm n m]
  ring
```

## The stated integral and the decay laws

For $m=2$ the result is restated with `iteratedDeriv`, the ordinary $n$-th derivative of a real function. The auxiliary `hp` identifies it with the polynomial derivative.

```lean
/-- For `n ≥ 3` the integral over `[0,1]` of `r² ln r` times the `n`-th derivative of
`r^n (1-r)^n` equals `-4 n! (n-3)!/(n+3)!`. -/
theorem fock_log_integral {n : ℕ} (hn : 3 ≤ n) :
    ∫ r in (0 : ℝ)..1, r ^ 2 * Real.log r * iteratedDeriv n (fun x => x ^ n * (1 - x) ^ n) r
      = -4 * (n ! : ℝ) * ((n - 3)! : ℝ) / ((n + 3)! : ℝ) := by
  have hp : ∀ (p : ℝ[X]) (k : ℕ), iteratedDeriv k (fun x : ℝ => p.eval x)
      = fun x => (derivative^[k] p).eval x := by
    intro p k
    induction k with
    | zero => simp
    | succ k ih =>
      rw [iteratedDeriv_succ, ih]
      funext x
      rw [Polynomial.deriv, Function.iterate_succ_apply']
  have e : (fun x : ℝ => x ^ n * (1 - x) ^ n)
      = fun x => (X ^ n * (1 - X) ^ n : ℝ[X]).eval x := by
    funext x
    simp
  rw [e, hp]
  refine (overlap_rodrigues (m := 2) (n := n) (by omega)).2.trans ?_
  have h2 : (2 ! : ℝ) = 2 := by norm_num [Nat.factorial]
  rw [h2, show n - 2 - 1 = n - 3 by omega, show n + 2 + 1 = n + 3 by omega]
  ring
```

Dividing by $n!$ and inserting the sign gives the Legendre overlaps. The first half, at $m=2$, says that those of $r^2$ vanish for $n>2$.

```lean
/-- For `m < n` the `n`-th shifted Legendre polynomial is orthogonal to `r^m` on `[0,1]`, but its
overlap with `r^m ln r` is `(-1)^(n+m+1) (m!)^2 (n-m-1)!/(n+m+1)!`. -/
theorem legendre_overlap {m n : ℕ} (h : m < n) :
    overlap (fun r => r ^ m) (legendre01 n) = 0 ∧
    overlap (fun r => r ^ m * Real.log r) (legendre01 n)
      = (-1) ^ (n + m + 1) * ((m ! : ℝ) ^ 2 * ((n - m - 1)! : ℝ) / ((n + m + 1)! : ℝ)) := by
  obtain ⟨h1, h2⟩ := overlap_rodrigues h
  have hn : (n ! : ℝ) ≠ 0 := by positivity
  unfold legendre01
  rw [overlap_C_mul, overlap_C_mul, h1, h2]
  refine ⟨mul_zero _, ?_⟩
  linear_combination ((-1) ^ n * (-1) ^ (m + 1) * (m ! : ℝ) ^ 2 * ((n - m - 1)! : ℝ)
    / ((n + m + 1)! : ℝ)) * mul_inv_cancel₀ hn
```

The last theorem states the decay as two limits. With $x=1/n$, the magnitude of the overlap times $n^6$ equals $4/[(1+3x)(1+2x)(1+x)(1-x)(1-2x)]$ for $n\ge3$, which is continuous at $x=0$ with value 4. Multiplying by $2+1/n$ then gives the limit 8 for the coefficients.

```lean
/-- The overlaps of `r² ln r` with the shifted Legendre polynomials decay as `4/n^6` in
magnitude, and its expansion coefficients as `8/n^5`. -/
theorem fock_log_decay :
    Tendsto (fun n : ℕ => (n : ℝ) ^ 6 *
      |overlap (fun r => r ^ 2 * Real.log r) (legendre01 n)|) atTop (𝓝 4) ∧
    Tendsto (fun n : ℕ => (n : ℝ) ^ 5 *
      |legendreCoeff (fun r => r ^ 2 * Real.log r) n|) atTop (𝓝 8) := by
  have hx : Tendsto (fun n : ℕ => 1 / (n : ℝ)) atTop (𝓝 0) :=
    tendsto_one_div_atTop_nhds_zero_nat
  have hG : ContinuousAt (fun x : ℝ =>
      4 / ((1 + 3 * x) * (1 + 2 * x) * (1 + x) * (1 - x) * (1 - 2 * x))) 0 :=
    ContinuousAt.div (by fun_prop) (by fun_prop) (by norm_num)
  have hlim : Tendsto (fun n : ℕ => (n : ℝ) ^ 6 *
      |overlap (fun r => r ^ 2 * Real.log r) (legendre01 n)|) atTop (𝓝 4) := by
    have ht := hG.tendsto.comp hx
    norm_num only [mul_zero, add_zero, sub_zero, mul_one, div_one] at ht
    refine ht.congr' ?_
    filter_upwards [eventually_ge_atTop 3] with n hn
    obtain ⟨k, rfl⟩ : ∃ k, n = k + 3 := ⟨n - 3, by omega⟩
    have h2 : (2 ! : ℝ) = 2 := by norm_num [Nat.factorial]
    have hk : (k ! : ℝ) ≠ 0 := by positivity
    have h3 : (k : ℝ) + 3 ≠ 0 := by positivity
    have e1 : 1 - 1 / ((k : ℝ) + 3) = (k + 2) / (k + 3) := by
      rw [eq_div_iff h3, sub_mul, div_mul_cancel₀ _ h3]
      ring
    have e2 : 1 - 2 * (1 / ((k : ℝ) + 3)) = (k + 1) / (k + 3) := by
      rw [eq_div_iff h3, sub_mul, mul_assoc, div_mul_cancel₀ _ h3]
      ring
    have hf : ((k + 3 + 2 + 1)! : ℝ)
        = (k + 6) * (k + 5) * (k + 4) * (k + 3) * (k + 2) * (k + 1) * (k ! : ℝ) := by
      simp only [Nat.factorial_succ]
      push_cast
      ring
    rw [(legendre_overlap (m := 2) (n := k + 3) (by omega)).2, abs_mul, abs_pow, abs_neg,
      abs_one, one_pow, one_mul, abs_of_nonneg (by positivity), h2,
      show k + 3 - 2 - 1 = k by omega, hf]
    simp only [Function.comp_apply, Nat.cast_add, Nat.cast_ofNat]
    rw [e1, e2]
    field_simp
    ring
  refine ⟨hlim, ?_⟩
  -- the normalisation 2n + 1 costs one power of n
  have ht := hlim.mul (hx.const_add 2)
  norm_num only [add_zero] at ht
  refine ht.congr' ?_
  filter_upwards [eventually_ge_atTop 1] with n hn
  have hn0 : (n : ℝ) ≠ 0 := by
    have : n ≠ 0 := by omega
    exact_mod_cast this
  have hpos : (0 : ℝ) ≤ 2 * n + 1 := by positivity
  unfold legendreCoeff
  rw [abs_mul, abs_of_nonneg hpos]
  field_simp

end

end FockLogLegendre
```

```lean
#print axioms FockLogLegendre.fock_log_integral
-- 'FockLogLegendre.fock_log_integral' depends on axioms: [propext, Classical.choice, Quot.sound]
#print axioms FockLogLegendre.legendre_overlap
-- 'FockLogLegendre.legendre_overlap' depends on axioms: [propext, Classical.choice, Quot.sound]
#print axioms FockLogLegendre.fock_log_decay
-- 'FockLogLegendre.fock_log_decay' depends on axioms: [propext, Classical.choice, Quot.sound]
```
